# Electrons excited from a p shell with circular p-to-d weights 1, 3, 6 have spin polarization 1/4 at the L3 edge and −1/2 at the L2 edge

The declaration `spinPolarization_p_to_d` concerns electrons excited from a spin-orbit-split p shell, in a one-electron model whose absorption strengths are 1, 3 and 6 for m = −1, 0, 1, whatever the spin. It states that the spin polarization, the spin-weighted intensity tr(P σ_z W) divided by the total intensity tr(P W), is 1/4 at the L3 edge and −1/2 at the L2 edge. Here P is the edge operator, (2 + L·σ)/3 for L3 and (1 − L·σ)/3 for L2, and W is the diagonal matrix of strengths. The attempt replaces the four traces by the general formulas in `intensities_L3` and `intensities_L2`, then leaves the arithmetic to `norm_num`.

The first attempt, which Lean rejects:

```lean
import Mathlib

open Matrix
open scoped Kronecker

namespace CoreLevelSpinPolarization

noncomputable section

/-- The complex number √2 that appears in the spin-one matrices. -/
def rootTwo : ℂ := ((Real.sqrt 2 : ℝ) : ℂ)

/-- The x component of the p-shell orbital angular momentum, in the basis m = -1, 0, 1. -/
def orbX : Matrix (Fin 3) (Fin 3) ℂ :=
  !![0, rootTwo / 2, 0; rootTwo / 2, 0, rootTwo / 2; 0, rootTwo / 2, 0]

/-- The y component of the p-shell orbital angular momentum. -/
def orbY : Matrix (Fin 3) (Fin 3) ℂ :=
  !![0, Complex.I * (rootTwo / 2), 0;
     -(Complex.I * (rootTwo / 2)), 0, Complex.I * (rootTwo / 2);
     0, -(Complex.I * (rootTwo / 2)), 0]

/-- The z component of the p-shell orbital angular momentum. -/
def orbZ : Matrix (Fin 3) (Fin 3) ℂ := !![-1, 0, 0; 0, 0, 0; 0, 0, 1]

/-- The Pauli matrix σ_x. -/
def pauliX : Matrix (Fin 2) (Fin 2) ℂ := !![0, 1; 1, 0]

/-- The Pauli matrix σ_y. -/
def pauliY : Matrix (Fin 2) (Fin 2) ℂ := !![0, -Complex.I; Complex.I, 0]

/-- The Pauli matrix σ_z. -/
def pauliZ : Matrix (Fin 2) (Fin 2) ℂ := !![1, 0; 0, -1]

/-- Operators on the six spin-orbitals of the p shell. -/
abbrev CoreOp := Matrix (Fin 3 × Fin 2) (Fin 3 × Fin 2) ℂ

/-- The spin-orbit operator L·σ. -/
def spinOrbit : CoreOp := orbX ⊗ₖ pauliX + orbY ⊗ₖ pauliY + orbZ ⊗ₖ pauliZ

/-- The L3 edge operator (2 + L·σ)/3. -/
def edgeL3 : CoreOp := (1 / 3 : ℂ) • ((2 : ℂ) • 1 + spinOrbit)

/-- The L2 edge operator (1 - L·σ)/3. -/
def edgeL2 : CoreOp := (1 / 3 : ℂ) • (1 - spinOrbit)

/-- The relative p to d absorption strengths 1, 3, 6 for m = -1, 0, 1. -/
def circularWeight : Fin 3 → ℂ := ![1, 3, 6]

/-- The operator σ_z on the p shell: +1 for spin up and -1 for spin down. -/
def spinZ : CoreOp := Matrix.diagonal fun p => (![1, -1] : Fin 2 → ℂ) p.2

/-- The spin-independent absorption strength with weight w m on each orbital m. -/
def strength (w : Fin 3 → ℂ) : CoreOp := Matrix.diagonal fun p => w p.1

/-- The spin polarization tr(P σ_z W) / tr(P W) of electrons excited from the manifold P. -/
def spinPolarization (P : CoreOp) (w : Fin 3 → ℂ) : ℂ :=
  (P * spinZ * strength w).trace / (P * strength w).trace

/-- L·σ is the sum of a diagonal part and two spin-flip parts that exchange one unit of
angular momentum between orbit and spin. -/
theorem spinOrbit_ladder :
    spinOrbit = orbZ ⊗ₖ pauliZ
      + !![0, 0, 0; rootTwo, 0, 0; 0, rootTwo, 0] ⊗ₖ !![0, 0; 1, 0]
      + !![0, rootTwo, 0; 0, 0, rootTwo; 0, 0, 0] ⊗ₖ !![0, 1; 0, 0] := by
  ext ⟨i, a⟩ ⟨j, b⟩
  fin_cases i <;> fin_cases a <;> fin_cases j <;> fin_cases b <;>
    simp [spinOrbit, orbX, orbY, orbZ, pauliX, pauliY, pauliZ] <;>
    (try ring_nf) <;> (try simp only [Complex.I_sq]) <;> (try ring)

/-- Spin-weighted and total intensity at the L3 edge for arbitrary orbital weights. -/
theorem intensities_L3 (w : Fin 3 → ℂ) :
    (edgeL3 * spinZ * strength w).trace = 2 / 3 * (w 2 - w 0) ∧
    (edgeL3 * strength w).trace = 4 / 3 * (w 0 + w 1 + w 2) := by
  constructor <;>
    simp [edgeL3, spinOrbit_ladder, orbZ, pauliZ, spinZ, strength, Matrix.trace,
      Matrix.mul_diagonal, Fintype.sum_prod_type, Fin.sum_univ_three] <;> ring

/-- Spin-weighted and total intensity at the L2 edge for arbitrary orbital weights. -/
theorem intensities_L2 (w : Fin 3 → ℂ) :
    (edgeL2 * spinZ * strength w).trace = -(2 / 3) * (w 2 - w 0) ∧
    (edgeL2 * strength w).trace = 2 / 3 * (w 0 + w 1 + w 2) := by
  constructor <;>
    simp [edgeL2, spinOrbit_ladder, orbZ, pauliZ, spinZ, strength, Matrix.trace,
      Matrix.mul_diagonal, Fintype.sum_prod_type, Fin.sum_univ_three] <;> ring

/-- With the circular p to d weights 1, 3, 6, the excited electrons have spin polarization
1/4 at the L3 edge and -1/2 at the L2 edge. -/
theorem spinPolarization_p_to_d :
    spinPolarization edgeL3 circularWeight = 1 / 4 ∧
    spinPolarization edgeL2 circularWeight = -1 / 2 := by
  unfold spinPolarization
  rw [(intensities_L3 _).1, (intensities_L3 _).2, (intensities_L2 _).1, (intensities_L2 _).2]
  constructor <;> norm_num [circularWeight]

end

end CoreLevelSpinPolarization
```

The compiler's answer:

```
Main.lean:91:55: error: unsolved goals
case left
⊢ 2 / 3 * (![1, 3, 6] 2 - 1) / (4 / 3 * (4 + ![1, 3, 6] 2)) = 1 / 4

case right
⊢ -(2 / 3 * (![1, 3, 6] 2 - 1)) / (2 / 3 * (4 + ![1, 3, 6] 2)) = -(1 / 2)
```

Cause. Lean reports two unsolved goals, one for each edge. In both, the weights at indices 0 and 1 have become numbers (the 1 being subtracted, and 4 = 1 + 3), but the third weight still stands as `![1, 3, 6] 2`. The call `norm_num [circularWeight]` unfolded the vector but did not reduce its entry at index 2 to 6. With that term unevaluated, the arithmetic could not be finished, though both equations are true.

The repair states the three values as `h0`, `h1` and `h2`. Each is proved by `rfl`, since looking up an entry of this vector gives the stated number by definition. `rw [h0, h1, h2]` then puts 1, 3 and 6 into both halves of the statement before `constructor` splits it. Only numerals remain, and `norm_num` can evaluate them. `h2` supplies the value that was missing; `h0` and `h1` are needed too, because the new `norm_num` call is no longer given `circularWeight` to unfold.

After these edits no error is left:

```diff
@@ -92,5 +92,9 @@
   unfold spinPolarization
   rw [(intensities_L3 _).1, (intensities_L3 _).2, (intensities_L2 _).1, (intensities_L2 _).2]
-  constructor <;> norm_num [circularWeight]
+  have h0 : circularWeight 0 = 1 := rfl
+  have h1 : circularWeight 1 = 3 := rfl
+  have h2 : circularWeight 2 = 6 := rfl
+  rw [h0, h1, h2]
+  constructor <;> norm_num
 
 end
```
